# With μ in a spectral gap, the Fermi operator of a Hermitian matrix approaches the projector onto the lower levels exponentially in inverse temperature

## Choosing an electronic temperature

An electronic-structure code can build the density matrix without diagonalising the Hamiltonian by expanding the Fermi function in polynomials of that matrix. The Fermi function contains an electronic temperature, so a value for it has to be set. A high temperature gives a smooth function and a short expansion; a low one gives a result closer to the ground state.

Let $h$ be the one-particle Hamiltonian in an orthonormal basis, $\mu$ the chemical potential and $b=1/(k_BT)$ the inverse temperature. The smeared density matrix is

$$P=\bigl(I+e^{b(h-\mu I)}\bigr)^{-1}.$$

Let $Q$ be the projector onto the levels below $\mu$. If every level is at least $d>0$ away from $\mu$, then $\|P-Q\|<e^{-bd}$ in the operator norm, which here is the largest error in the occupation of any level. For a tolerance $0<\varepsilon<1$, it is therefore enough to take $b\ge\ln(1/\varepsilon)/d$. With a gap of 1 eV, $\mu$ at its centre and $\varepsilon=10^{-6}$, this gives $b\approx 27.6\ \mathrm{eV}^{-1}$, or $k_BT\approx0.036$ eV. The estimate concerns non-interacting electrons with a fixed, finite Hamiltonian matrix, and it leaves out the error of the polynomial expansion.

A code that does diagonalise can compute the same $P$ by filling each eigenvector with its Fermi occupation and summing the weighted projectors.

## What is assumed and what is asserted

The Hamiltonian is a complex matrix `h` with finite index type `n`, and `hh` is the hypothesis that it is Hermitian. Its eigenvalues $e_i$ are `hh.eigenvalues i`. The operator `fermi h b μ` is $P$, written with the matrix exponential and the matrix inverse. The operator `belowProjector hh μ` is $Q$; a level exactly at $\mu$ counts as empty.

The main theorem, `fermi_smearing`, assumes $b\ge0$ and $d\le|e_i-\mu|$ for every $i$. The second condition stands for a gap around the chemical potential, as in an insulator or a closed-shell molecule. It is an input, not something derived from the Hamiltonian. The theorem has three conclusions:

- $P$ is Hermitian.
- If $Pv=pv$ with $v\ne0$ and $p$ real, then $0<p<1$. Since $P$ is Hermitian, this covers all its eigenvalues.
- $\|P-Q\|<e^{-bd}$ in the operator norm belonging to the Euclidean length of vectors, which `Matrix.Norms.L2Operator` selects.

The sign of $d$ is free here, although for $d\le0$ the bound is at least 1 and says little. Two further theorems give the exact error when some level lies at distance $d$, and the limit $b\to\infty$ for $d>0$.

The chemical potential is given, not adjusted to an electron number, and $h$ does not depend on $P$, so self-consistency is not treated.

## From the eigenbasis to the error bound

Write $h=U\,\mathrm{diag}(e_i)\,U^\dagger$ with $U$ unitary. Each power of $h$ has the same form, with $e_i$ raised to that power, so the exponential series gives

$$I+e^{b(h-\mu I)}=U\,\mathrm{diag}\bigl(1+e^{b(e_i-\mu)}\bigr)\,U^\dagger .$$

The diagonal entries exceed 1, so the matrix is invertible, and

$$P=U\,\mathrm{diag}(f(e_i))\,U^\dagger,\qquad f(e)=\frac{1}{1+e^{b(e-\mu)}}.$$

The numbers $f(e_i)$ are real, so $P$ is Hermitian. They are its eigenvalues, and they lie strictly between 0 and 1.

Similarly $Q=U\,\mathrm{diag}(\theta(e_i))\,U^\dagger$, where $\theta(e)=1$ for $e<\mu$ and $\theta(e)=0$ otherwise. Set $x=b|e-\mu|$. For $e\ge\mu$,

$$f(e)-\theta(e)=\frac1{1+e^{x}}.$$

For $e<\mu$ the exponent $b(e-\mu)$ is $-x$, and

$$f(e)-\theta(e)=\frac1{1+e^{-x}}-1=-\frac{e^{-x}}{1+e^{-x}}=-\frac1{1+e^{x}}.$$

The two cases have the same magnitude. Unitary factors preserve lengths, and the norm of a diagonal matrix is its largest entry in magnitude, so

$$\|P-Q\|=\max_i\frac1{1+e^{b|e_i-\mu|}},$$

where the maximum is read as 0 for a matrix of size zero. Each term satisfies

$$\frac1{1+e^{b|e_i-\mu|}}<e^{-b|e_i-\mu|}\le e^{-bd},$$

and the last step uses $b\ge0$. This proves the bound.

If some level lies at distance exactly $d$, it is a nearest one and supplies the largest term, so $\|P-Q\|=1/(1+e^{bd})$. For $d>0$ the bound $e^{-bd}$ tends to zero as $b\to\infty$, and $P$ tends to $Q$.

## A level at the chemical potential

Take the $1\times1$ matrix $h=(\mu)$. Then $P=1/2$ at every temperature, while $Q=0$. The error stays at $1/2$ however large $b$ becomes, so without a positive distance $d$ the matrix $P$ need not tend to $Q$. Metals approach this situation, with levels very close to $\mu$.

## The Lean file

```lean
import Mathlib

open Matrix Filter Topology

namespace FermiSmearing

noncomputable section

variable {n : Type*} [Fintype n] [DecidableEq n]

/-- The Fermi function: mean occupation of a level of energy `e` at inverse temperature `b`
and chemical potential `μ`. -/
def occupation (b μ e : ℝ) : ℝ := 1 / (1 + Real.exp (b * (e - μ)))

/-- The step function: one below the chemical potential `μ`, zero from `μ` upwards. -/
def step (μ e : ℝ) : ℝ := if e < μ then 1 else 0

/-- The Fermi operator `(1 + exp (b (h - μ)))⁻¹` of a one-particle Hamiltonian `h`. -/
def fermi (h : Matrix n n ℂ) (b μ : ℝ) : Matrix n n ℂ :=
  (1 + NormedSpace.exp ((b : ℂ) • (h - (μ : ℂ) • (1 : Matrix n n ℂ))))⁻¹

variable {h : Matrix n n ℂ} (hh : h.IsHermitian)

/-- The function `f` of a Hermitian matrix `h`: in an eigenbasis of `h`, each eigenvalue
is replaced by its value under `f`. -/
def specFun (f : ℝ → ℝ) : Matrix n n ℂ :=
  (hh.eigenvectorUnitary : Matrix n n ℂ) *
    diagonal (fun i => ((f (hh.eigenvalues i) : ℝ) : ℂ)) *
    star (hh.eigenvectorUnitary : Matrix n n ℂ)

/-- The projector onto the eigenvectors of `h` with energy below `μ`. -/
def belowProjector (μ : ℝ) : Matrix n n ℂ := specFun hh (step μ)

/-- Real functions of a Hermitian matrix are Hermitian, and they add and multiply pointwise. -/
theorem specFun_calculus (f g : ℝ → ℝ) :
    (specFun hh f).IsHermitian ∧
    specFun hh f + specFun hh g = specFun hh (fun e => f e + g e) ∧
    specFun hh f * specFun hh g = specFun hh (fun e => f e * g e) := by
  refine ⟨?_, ?_, ?_⟩
  · apply Matrix.isHermitian_mul_mul_conjTranspose
    unfold Matrix.IsHermitian
    rw [Matrix.diagonal_conjTranspose]
    congr 1
    funext i
    exact Complex.conj_ofReal _
  · unfold specFun
    rw [← add_mul, ← mul_add, Matrix.diagonal_add]
    simp only [Complex.ofReal_add]
  · have hU := Matrix.mem_unitaryGroup_iff'.1 hh.eigenvectorUnitary.2
    unfold specFun
    -- the inner pair of unitaries cancels
    rw [mul_assoc, ← mul_assoc (star _), ← mul_assoc (star _), hU, one_mul,
      ← mul_assoc, mul_assoc _ (diagonal _) (diagonal _), Matrix.diagonal_mul_diagonal]
    simp only [Complex.ofReal_mul]

/-- The function `a e + c` of a Hermitian matrix `h` is the matrix `a h + c`. -/
theorem specFun_affine (a c : ℝ) :
    specFun hh (fun e => a * e + c) = (a : ℂ) • h + (c : ℂ) • (1 : Matrix n n ℂ) := by
  have hU := Matrix.mem_unitaryGroup_iff.1 hh.eigenvectorUnitary.2
  have h1 : (hh.eigenvectorUnitary : Matrix n n ℂ) *
      diagonal (fun i => ((hh.eigenvalues i : ℝ) : ℂ)) *
      star (hh.eigenvectorUnitary : Matrix n n ℂ) = h := by
    have hs := hh.spectral_theorem
    rw [Unitary.conjStarAlgAut_apply] at hs
    exact hs.symm
  have hD : diagonal (fun i => ((a * hh.eigenvalues i + c : ℝ) : ℂ)) =
      (a : ℂ) • diagonal (fun i => ((hh.eigenvalues i : ℝ) : ℂ)) +
        (c : ℂ) • (1 : Matrix n n ℂ) := by
    ext i j
    by_cases hij : i = j
    · subst hij
      simp
    · simp [hij]
  unfold specFun
  rw [hD, mul_add, add_mul, mul_smul_comm, smul_mul_assoc, mul_smul_comm, smul_mul_assoc,
    mul_one, hU, h1]

/-- An eigenvector of the Hermitian matrix `h` with energy `e` is an eigenvector of `f(h)`
with eigenvalue `f e`. -/
theorem specFun_mulVec (f : ℝ → ℝ) {e : ℝ} {v : n → ℂ} (hv : h *ᵥ v = (e : ℂ) • v) :
    specFun hh f *ᵥ v = (f e : ℂ) • v := by
  -- split off the factor `x - e` from `f x - f e`
  have key : specFun hh f = specFun hh (fun x => (f x - f e) / (x - e)) *
      specFun hh (fun x => 1 * x + -e) + specFun hh (fun x => 0 * x + f e) := by
    rw [(specFun_calculus hh _ _).2.2, (specFun_calculus hh _ _).2.1]
    congr 1
    funext x
    by_cases hx : x = e
    · simp [hx]
    · have h0 : x - e ≠ 0 := sub_ne_zero.2 hx
      rw [one_mul, ← sub_eq_add_neg, div_mul_cancel₀ _ h0]
      ring
  have hz : ((1 : ℝ) : ℂ) • (e : ℂ) • v + ((-e : ℝ) : ℂ) • v = 0 := by
    push_cast
    module
  rw [key, specFun_affine, specFun_affine, Matrix.add_mulVec, ← Matrix.mulVec_mulVec,
    Matrix.add_mulVec, Matrix.smul_mulVec, hv, Matrix.smul_mulVec, Matrix.one_mulVec, hz]
  simp [Matrix.smul_mulVec]

/-- For Hermitian `h`, `belowProjector` is a Hermitian idempotent that keeps every eigenvector
with energy below `μ` and annihilates every other eigenvector. -/
theorem belowProjector_spec (μ : ℝ) :
    (belowProjector hh μ).IsHermitian ∧
    belowProjector hh μ * belowProjector hh μ = belowProjector hh μ ∧
    ∀ (e : ℝ) (v : n → ℂ), h *ᵥ v = (e : ℂ) • v →
      belowProjector hh μ *ᵥ v = if e < μ then v else 0 := by
  refine ⟨(specFun_calculus hh _ (step μ)).1, ?_, fun e v hv => ?_⟩
  · unfold belowProjector
    rw [(specFun_calculus hh _ _).2.2]
    congr 1
    funext e
    by_cases he : e < μ <;> simp [step, he]
  · unfold belowProjector
    rw [specFun_mulVec hh _ hv]
    by_cases he : e < μ <;> simp [step, he]

/-- The Fermi operator of a Hermitian matrix `h` is the Fermi function of `h`. -/
theorem fermi_eq (b μ : ℝ) : fermi h b μ = specFun hh (occupation b μ) := by
  have hU := Matrix.mem_unitaryGroup_iff.1 hh.eigenvectorUnitary.2
  have hU' := Matrix.mem_unitaryGroup_iff'.1 hh.eigenvectorUnitary.2
  have hA : (b : ℂ) • (h - (μ : ℂ) • (1 : Matrix n n ℂ)) =
      specFun hh (fun e => b * e + -(b * μ)) := by
    rw [specFun_affine]
    push_cast
    module
  -- the exponential acts on the eigenvalues
  have hE : ∀ f : ℝ → ℝ, NormedSpace.exp (specFun hh f) =
      specFun hh (fun e => Real.exp (f e)) := by
    intro f
    unfold specFun
    rw [← Matrix.inv_eq_right_inv hU, Matrix.exp_conj _ _ ⟨⟨_, _, hU, hU'⟩, rfl⟩,
      Matrix.exp_diagonal]
    congr 3
    funext i
    rw [Pi.coe_exp, ← Complex.exp_eq_exp_ℂ, Complex.ofReal_exp]
  have h1 : (1 : Matrix n n ℂ) = specFun hh (fun _ => 1) := by
    simpa using (specFun_affine hh 0 1).symm
  unfold fermi
  rw [hA, hE]
  apply Matrix.inv_eq_right_inv
  rw [h1, (specFun_calculus hh _ _).2.1, (specFun_calculus hh _ _).2.2]
  congr 1
  funext e
  have he : b * e + -(b * μ) = b * (e - μ) := by ring
  rw [he]
  exact mul_one_div_cancel (by positivity)

/-- At energy `e` the Fermi function differs from the step function by exactly
`1 / (1 + exp (b |e - μ|))`. -/
theorem occupation_sub_step (b μ e : ℝ) :
    |occupation b μ e - step μ e| = 1 / (1 + Real.exp (b * |e - μ|)) := by
  unfold occupation step
  by_cases he : e < μ
  · rw [if_pos he, abs_of_neg (sub_neg.2 he), mul_neg, Real.exp_neg]
    have hx := Real.exp_pos (b * (e - μ))
    generalize Real.exp (b * (e - μ)) = x at hx ⊢
    have e1 : 1 / (1 + x⁻¹) = x / (1 + x) := by
      rw [div_eq_div_iff (by positivity) (by positivity), mul_add x, mul_inv_cancel₀ hx.ne']
      ring
    have e2 : (1 + x) / (1 + x) = 1 := div_self (by positivity)
    have e3 : 1 / (1 + x) - 1 = -(x / (1 + x)) := by linear_combination e2
    rw [e1, e3, abs_neg, abs_of_pos (by positivity)]
  · rw [if_neg he, sub_zero, abs_of_nonneg (sub_nonneg.2 (not_lt.1 he)),
      abs_of_pos (by positivity)]

open scoped Matrix.Norms.L2Operator

/-- For Hermitian `h`, the operator-norm distance between the Fermi operator and the projector is
the maximum of `1 / (1 + exp (b |e - μ|))` over the eigenvalues `e` of `h`, read as 0 when the
matrix has size zero. -/
theorem norm_fermi_sub (b μ : ℝ) : ‖fermi h b μ - belowProjector hh μ‖ =
    ‖fun i => 1 / (1 + Real.exp (b * |hh.eigenvalues i - μ|))‖ := by
  have hdiff : fermi h b μ - belowProjector hh μ =
      specFun hh (fun e => occupation b μ e - step μ e) := by
    rw [fermi_eq hh, belowProjector, sub_eq_iff_eq_add, (specFun_calculus hh _ _).2.1]
    simp only [sub_add_cancel]
  -- unitary factors do not change the norm
  have hnorm : ∀ f : ℝ → ℝ, ‖specFun hh f‖ =
      ‖fun i => ((f (hh.eigenvalues i) : ℝ) : ℂ)‖ := fun f =>
    (CStarRing.norm_mul_coe_unitary _ (star hh.eigenvectorUnitary)).trans
      ((CStarRing.norm_coe_unitary_mul hh.eigenvectorUnitary _).trans
        (Matrix.l2_opNorm_diagonal _))
  rw [hdiff, hnorm, Pi.norm_def, Pi.norm_def]
  congr 2
  funext i
  apply NNReal.eq
  rw [coe_nnnorm, coe_nnnorm, Complex.norm_real, Real.norm_eq_abs, occupation_sub_step,
    Real.norm_eq_abs]
  exact (abs_of_pos (by positivity)).symm

/-- Let `h` be Hermitian with all eigenvalues at distance at least `d` from `μ`, and `b ≥ 0`.
Then the Fermi operator is Hermitian, its eigenvalues lie strictly between 0 and 1, and it is
within `exp (-b d)` in operator norm of the projector onto the levels below `μ`. -/
theorem fermi_smearing {b μ d : ℝ} (hb : 0 ≤ b) (hd : ∀ i, d ≤ |hh.eigenvalues i - μ|) :
    (fermi h b μ).IsHermitian ∧
    (∀ (p : ℝ) (v : n → ℂ), v ≠ 0 → fermi h b μ *ᵥ v = (p : ℂ) • v → 0 < p ∧ p < 1) ∧
    ‖fermi h b μ - belowProjector hh μ‖ < Real.exp (-(b * d)) := by
  refine ⟨?_, fun p v hv0 hv => ?_, ?_⟩
  · rw [fermi_eq hh]
    exact (specFun_calculus hh _ (step μ)).1
  · by_contra hp
    have hne : ∀ e, occupation b μ e - p ≠ 0 := by
      intro e he
      have hpe : p = occupation b μ e := by linarith
      apply hp
      rw [hpe]
      unfold occupation
      exact ⟨by positivity,
        (div_lt_one (by positivity)).2 (by linarith [Real.exp_pos (b * (e - μ))])⟩
    -- otherwise `P - p` has an inverse, and `v` would vanish
    have hinv : specFun hh (fun e => (occupation b μ e - p)⁻¹) *
        (fermi h b μ + specFun hh (fun e => 0 * e + -p)) = 1 := by
      have h1 : specFun hh (fun _ => 1) = 1 := by simpa using specFun_affine hh 0 1
      rw [fermi_eq hh, (specFun_calculus hh _ _).2.1, (specFun_calculus hh _ _).2.2, ← h1]
      congr 1
      funext e
      rw [zero_mul, zero_add, ← sub_eq_add_neg]
      exact inv_mul_cancel₀ (hne e)
    have hz : (fermi h b μ + specFun hh (fun e => 0 * e + -p)) *ᵥ v = 0 := by
      rw [specFun_affine, Matrix.add_mulVec, hv]
      simp [Matrix.smul_mulVec, Matrix.neg_mulVec]
    apply hv0
    rw [← Matrix.one_mulVec v, ← hinv, ← Matrix.mulVec_mulVec, hz, Matrix.mulVec_zero]
  · rw [norm_fermi_sub, pi_norm_lt_iff (Real.exp_pos _)]
    intro i
    rw [Real.norm_eq_abs, abs_of_pos (by positivity)]
    calc 1 / (1 + Real.exp (b * |hh.eigenvalues i - μ|))
        < 1 / Real.exp (b * |hh.eigenvalues i - μ|) :=
          one_div_lt_one_div_of_lt (Real.exp_pos _) (by linarith)
      _ = Real.exp (-(b * |hh.eigenvalues i - μ|)) := by rw [Real.exp_neg, one_div]
      _ ≤ Real.exp (-(b * d)) :=
          Real.exp_le_exp.2 (neg_le_neg (mul_le_mul_of_nonneg_left (hd i) hb))

/-- For Hermitian `h` and `b ≥ 0`, if the level nearest to `μ` is at distance `d`, the
smearing error in operator norm equals `1 / (1 + exp (b d))`. -/
theorem smearing_error_eq {b μ d : ℝ} (hb : 0 ≤ b)
    (hd : ∀ i, d ≤ |hh.eigenvalues i - μ|) (i : n) (hi : |hh.eigenvalues i - μ| = d) :
    ‖fermi h b μ - belowProjector hh μ‖ = 1 / (1 + Real.exp (b * d)) := by
  rw [norm_fermi_sub]
  apply le_antisymm
  · rw [pi_norm_le_iff_of_nonneg (by positivity)]
    intro j
    rw [Real.norm_eq_abs, abs_of_pos (by positivity)]
    have hj := Real.exp_le_exp.2 (mul_le_mul_of_nonneg_left (hd j) hb)
    exact one_div_le_one_div_of_le (by positivity) (by linarith)
  · have hle := norm_le_pi_norm
      (fun j => 1 / (1 + Real.exp (b * |hh.eigenvalues j - μ|))) i
    rw [Real.norm_eq_abs, abs_of_pos (by positivity), hi] at hle
    exact hle

/-- Zero-temperature limit: if all eigenvalues of the Hermitian matrix `h` are at distance at
least `d > 0` from `μ`, the Fermi operator tends in norm to the projector as `b` grows. -/
theorem zero_temperature_limit {μ d : ℝ} (hd0 : 0 < d)
    (hd : ∀ i, d ≤ |hh.eigenvalues i - μ|) :
    Tendsto (fun b : ℝ => ‖fermi h b μ - belowProjector hh μ‖) atTop (𝓝 0) := by
  have hlim : Tendsto (fun b : ℝ => Real.exp (-(b * d))) atTop (𝓝 0) :=
    Real.tendsto_exp_neg_atTop_nhds_zero.comp (tendsto_id.atTop_mul_const hd0)
  refine squeeze_zero' (Eventually.of_forall fun b => norm_nonneg _) ?_ hlim
  filter_upwards [eventually_ge_atTop (0 : ℝ)] with b hb
  exact (fermi_smearing hh hb hd).2.2.le

end

end FermiSmearing
```

```lean
#print axioms FermiSmearing.belowProjector_spec
-- 'FermiSmearing.belowProjector_spec' depends on axioms: [propext, Classical.choice, Quot.sound]
#print axioms FermiSmearing.smearing_error_eq
-- 'FermiSmearing.smearing_error_eq' depends on axioms: [propext, Classical.choice, Quot.sound]
#print axioms FermiSmearing.zero_temperature_limit
-- 'FermiSmearing.zero_temperature_limit' depends on axioms: [propext, Classical.choice, Quot.sound]
```

## Functions of the Hamiltonian

The definition `specFun hh f` is $U\,\mathrm{diag}(f(e_i))\,U^\dagger$. The lemma `specFun_calculus` shows that such matrices are Hermitian and that they add and multiply as the functions do; in the product, the inner $U^\dagger U$ cancels. The lemma `specFun_affine` uses the spectral theorem to identify the function $ae+c$ with the matrix $ah+cI$.

An eigenvector of $h$ need not be a column of $U$ when levels are degenerate. The lemma `specFun_mulVec` therefore treats an arbitrary $v$ with $hv=ev$. It writes $f(x)-f(e)$ as a quotient times $x-e$. The matrix for $x-e$ is $h-eI$, which annihilates $v$, and $f(e)v$ remains.

With this, `belowProjector_spec` confirms that $Q$ deserves its name: it is Hermitian and idempotent, keeps eigenvectors below $\mu$ and annihilates the others. Since the eigenvectors span the space, $Q$ does not depend on the eigenbasis chosen.

## The inverse, the norm and the limit

In `fermi_eq`, `Matrix.exp_conj` moves the exponential inside the unitary factors and `Matrix.exp_diagonal` applies it to the entries. The proof then multiplies $I+e^{b(h-\mu I)}$ by the Fermi function of $h$ and obtains the identity. So the inverse in the definition is a true one, not the value 0 that Lean assigns to the inverse of a singular matrix.

The case split at $\mu$ is `occupation_sub_step`. In `norm_fermi_sub`, two `CStarRing` lemmas remove the unitary factors and `Matrix.l2_opNorm_diagonal` evaluates the norm of what is left. The maximum appears there as the norm of a function on `n`.

For the eigenvalue clause, `fermi_smearing` argues by contradiction. If $p$ were outside $(0,1)$, then $f(e)-p$ would never vanish, $P-pI$ would have an inverse, and $(P-pI)v=0$ would force $v=0$. For the norm clause, `pi_norm_lt_iff` reduces the claim to one level at a time, and the `calc` block is the chain of inequalities above.

The theorem `smearing_error_eq` proves the exact error by two inequalities: every level gives at most $1/(1+e^{bd})$, and the level `i` at distance $d$ attains it. Finally, `zero_temperature_limit` squeezes the norm between 0 and $e^{-bd}$, using the bound only once $b\ge0$.
